# The energies of all configurations of N ≥ 2 distinct points determine a pair potential at every positive distance

Three identical atoms sit on a line, and two pair potentials predict the same total energy wherever the atoms are placed. Could the potentials still differ, with errors that cancel in the sum? Let $f$ be their difference, so that the sum of $f$ over the three pairs is always zero. Fix one atom at $4$ and write $E(p,q)$ for this sum when the other two are at $p$ and $q$. Writing out all the pairs gives

$$E(2,0)+E(-2,1)-E(-2,0)-E(2,1)=f(3)-f(1).$$

The fixed atom has dropped out, and $f(2)$ has cancelled. The left side is zero, so $f(3)=f(1)$. Other positions give the same equality for any two positive distances, so $f$ has a single value there. Three times this value is zero, and the potentials agree. The same argument works for $N\ge 2$ particles in $d\ge 1$ dimensions, with no continuity assumed.

The question arises when pair potentials are fitted to electronic-structure energies; here there is one species, no periodic images and no many-body terms. A real fit has finitely many energies with errors, whereas the hypotheses below supply exact energies for all configurations.

```lean
import Mathlib

open Matrix Function

namespace PairPotentialIdentifiability

variable {V : Type*} [NormedAddCommGroup V]
```

A configuration is a map `x : Fin N → V`, with particles numbered from $0$ to $N-1$, and `Injective x` says that no two coincide. A potential is any function `ℝ → ℝ`. Its energy $E_\varphi(x)$ counts each pair once:

```lean
/-- The total pair energy of `N` particles at positions `x`: the sum of `φ` over the distances
of all pairs `i < j`. -/
noncomputable def pairEnergy {N : ℕ} (φ : ℝ → ℝ) (x : Fin N → V) : ℝ :=
  ∑ i, ∑ j, if i < j then φ (dist (x i) (x j)) else 0
```

## (a) Adding a particle

Show that a particle placed at $p$, in front of $x_0,\dots,x_{n-1}$, changes the energy according to

$$E_\varphi(p,x)=\sum_{k=0}^{n-1}\varphi(|p-x_k|)+E_\varphi(x).$$

The pairs containing the new particle give the first sum; the remaining pairs are the old ones. In Lean, `vecCons p x` is the enlarged configuration, and `Fin.sum_univ_succ` splits off its particle $0$.

```lean
/-- Inserting a particle at `p` adds its interactions with all particles already present. -/
theorem pairEnergy_insert {n : ℕ} (φ : ℝ → ℝ) (p : V) (x : Fin n → V) :
    pairEnergy φ (vecCons p x) = ∑ k, φ (dist p (x k)) + pairEnergy φ x := by
  simp [pairEnergy, Fin.sum_univ_succ]
```

## (b) Subtracting two potentials

Show that

$$E_{\varphi-\psi}(x)=E_\varphi(x)-E_\psi(x).$$

Each pair contributes $\varphi(r)-\psi(r)$, and a finite sum of differences is the difference of the sums. The proof compares the terms one by one, for $i<j$ and otherwise.

```lean
/-- The pair energy of a difference of potentials is the difference of the energies. -/
theorem pairEnergy_sub {N : ℕ} (φ ψ : ℝ → ℝ) (x : Fin N → V) :
    pairEnergy (fun r => φ r - ψ r) x = pairEnergy φ x - pairEnergy ψ x := by
  simp only [pairEnergy, ← Finset.sum_sub_distrib]
  refine Finset.sum_congr rfl fun i _ => Finset.sum_congr rfl fun j _ => ?_
  split_ifs <;> simp
```

## (c) Cancelling the spectators

Two particles move independently, from $p$ to $p'$ and from $q$ to $q'$, while the others stay at $z$. Show that

$$\begin{aligned}&E_f(p,q,z)+E_f(p',q',z)-E_f(p',q,z)-E_f(p,q',z)\\&\quad=f(|p-q|)+f(|p'-q'|)-f(|p'-q|)-f(|p-q'|).\end{aligned}$$

By (a), used twice,

$$E_f(p,q,z)=f(|p-q|)+\sum_k f(|p-z_k|)+\sum_k f(|q-z_k|)+E_f(z).$$

Each of the last three terms depends on at most one of the two moving positions, so it cancels in the double difference. Lean expands with (a), and `ring` does the cancellation.

```lean
/-- Move one particle from `p` to `p'` and another from `q` to `q'`. In the double difference of
the energies all spectators `z` cancel and four pair terms remain. -/
theorem double_difference {n : ℕ} (f : ℝ → ℝ) (p p' q q' : V) (z : Fin n → V) :
    pairEnergy f (vecCons p (vecCons q z)) + pairEnergy f (vecCons p' (vecCons q' z))
      - pairEnergy f (vecCons p' (vecCons q z)) - pairEnergy f (vecCons p (vecCons q' z))
    = f (dist p q) + f (dist p' q') - f (dist p' q) - f (dist p q') := by
  simp only [pairEnergy_insert, Fin.sum_univ_succ, Matrix.cons_val_zero, Matrix.cons_val_succ]
  ring
```

## (d) The energy of a constant potential

Let $f(r)=c$ for all $r>0$. Show that $N$ distinct points have energy

$$E_f(x)=\frac{N(N-1)}{2}\,c.$$

Use induction on the number of particles. With none, the energy is zero. Adding one to $n$ particles adds $nc$, and

$$nc+\frac{n(n-1)}2c=\frac{(n+1)n}{2}c.$$

Distinctness makes every distance positive, which is where `hx` enters `hterm`.

```lean
/-- A potential with the same value `c` at all positive distances gives `N` distinct points the
energy `c` times the number of pairs. -/
theorem pairEnergy_of_constant {f : ℝ → ℝ} {c : ℝ} (hf : ∀ r, 0 < r → f r = c) :
    ∀ {N : ℕ} {x : Fin N → V}, Injective x →
      pairEnergy f x = (N : ℝ) * ((N : ℝ) - 1) / 2 * c := by
  intro N
  induction N with
  | zero => intro x _; simp [pairEnergy]
  | succ n ih =>
    intro x hx
    have hsplit : x = vecCons (x 0) (fun k => x k.succ) :=
      funext (Fin.cases rfl (fun _ => rfl))
    have htail : Injective (fun k : Fin n => x k.succ) :=
      fun i j hij => Fin.succ_injective n (hx hij)
    -- the first particle has n partners, each contributing c
    have hsum : ∑ k : Fin n, f (dist (x 0) (x k.succ)) = n * c := by
      have hterm : ∀ k : Fin n, f (dist (x 0) (x k.succ)) = c := fun k =>
        hf _ (dist_pos.2 fun e => Fin.succ_ne_zero k (hx e).symm)
      simp [hterm]
    rw [hsplit, pairEnergy_insert, hsum, ih htail]
    push_cast
    ring
```

## (e) Distances along a line

Let $u$ be a unit vector (not a potential, as the letter often denotes). Show that

$$|au-bu|=|a-b|.$$

Factor out the vector: $|(a-b)u|=|a-b|\,|u|=|a-b|$.

```lean
variable [NormedSpace ℝ V]

/-- Along a unit vector `u`, the distance of two points is the distance of their coordinates. -/
theorem line_dist {u : V} (hu : ‖u‖ = 1) (a b : ℝ) : dist (a • u) (b • u) = |a - b| := by
  rw [dist_eq_norm, ← sub_smul, norm_smul, hu, mul_one, Real.norm_eq_abs]
```

## (f) Comparing two distances

Suppose that $E_f(x)=C$ for all configurations of $n+2$ distinct points. Show that, for all $s,t>0$,

$$f(s)=f(t).$$

Work on the line along $u$ and choose the coordinates

$$p=\tfrac{s+t}2,\quad p'=-\tfrac{s+t}2,\quad q=0,\quad q'=\tfrac{s-t}2.$$

Put the $n$ spectators at $s+t+k$, with $k=0,\dots,n-1$. They lie beyond all four positions, and since $|s-t|<s+t$, the two moved particles are at different points in each of the four configurations. The distances are

$$|p-q|=|p'-q|=\tfrac{s+t}2,\qquad |p'-q'|=s,\qquad |p-q'|=t.$$

All four energies equal $C$, so (c) reads $0=f(s)-f(t)$. In Lean, `hc` checks that the configurations are injective, `key` is the double difference, and `d1` to `d4` evaluate the distances.

```lean
/-- If the pair energy of `n + 2` particles is the same for all configurations of distinct points
in a space containing a unit vector, the potential is the same at any two positive distances. -/
theorem constant_of_energy_constant {n : ℕ} {u : V} (hu : ‖u‖ = 1) {f : ℝ → ℝ} {C : ℝ}
    (h : ∀ x : Fin (n + 2) → V, Injective x → pairEnergy f x = C)
    {s t : ℝ} (hs : 0 < s) (ht : 0 < t) : f s = f t := by
  have hinj : ∀ a b : ℝ, a • u = b • u → a = b := fun a b e => by
    have h0 := line_dist hu a b
    rw [e, dist_self] at h0
    linarith [abs_eq_zero.1 h0.symm]
  have hcons : ∀ {m : ℕ} (p : V) (x : Fin m → V), (∀ k, x k ≠ p) → Injective x →
      Injective (vecCons p x) := fun p x hp hx =>
    Fin.cons_injective_iff.2 ⟨fun ⟨k, hk⟩ => hp k hk, hx⟩
  -- spectators sit on the line, beyond all positions used by the two moving particles
  obtain ⟨z, hz⟩ : ∃ z : Fin n → V, ∀ k, z k = (s + t + ((k : ℕ) : ℝ)) • u :=
    ⟨fun k => (s + t + ((k : ℕ) : ℝ)) • u, fun _ => rfl⟩
  have hzinj : Injective z := fun i j hij => by
    rw [hz, hz] at hij
    have e := hinj _ _ hij
    exact Fin.ext (Nat.cast_injective (R := ℝ) (by linarith))
  have hfar : ∀ a : ℝ, a < s + t → ∀ k, z k ≠ a • u := fun a ha k e => by
    rw [hz] at e
    have e' := hinj _ _ e
    have hk : (0 : ℝ) ≤ ((k : ℕ) : ℝ) := Nat.cast_nonneg _
    linarith
  have hc : ∀ a b : ℝ, a ≠ b → a < s + t → b < s + t →
      Injective (vecCons (a • u) (vecCons (b • u) z)) := fun a b hab ha hb => by
    refine hcons _ _ (fun k => ?_) (hcons _ _ (hfar b hb) hzinj)
    refine Fin.cases ?_ (fun j => ?_) k
    · exact fun e => hab (hinj _ _ e).symm
    · exact hfar a ha j
  -- the four distances are (s+t)/2 twice, s and t
  have key := double_difference f (((s + t) / 2) • u) ((-((s + t) / 2)) • u)
    ((0 : ℝ) • u) (((s - t) / 2) • u) z
  rw [h _ (hc _ _ (fun e => by linarith) (by linarith) (by linarith)),
    h _ (hc _ _ (fun e => by linarith) (by linarith) (by linarith)),
    h _ (hc _ _ (fun e => by linarith) (by linarith) (by linarith)),
    h _ (hc _ _ (fun e => by linarith) (by linarith) (by linarith))] at key
  have d1 : |(s + t) / 2 - 0| = (s + t) / 2 := by rw [abs_of_pos (by linarith)]; ring
  have d2 : |-((s + t) / 2) - 0| = (s + t) / 2 := by rw [abs_of_neg (by linarith)]; ring
  have d3 : |(s + t) / 2 - (s - t) / 2| = t := by rw [abs_of_pos (by linarith)]; ring
  have d4 : |-((s + t) / 2) - (s - t) / 2| = s := by rw [abs_of_neg (by linarith)]; ring
  rw [line_dist hu, line_dist hu, line_dist hu, line_dist hu, d1, d2, d3, d4] at key
  linarith
```

## (g) Energies that differ by a constant

Two models may use different zeros of energy; let $C$ be the offset. Show that $E_\varphi(x)=E_\psi(x)+C$ for all configurations of $N$ distinct points if and only if, for every $r>0$,

$$\varphi(r)=\psi(r)+\frac{2C}{N(N-1)}.$$

Set $f=\varphi-\psi$. If the energies differ by $C$, then $E_f=C$ by (b), and $f$ has a constant value $c$ by (f). Part (d) gives $cN(N-1)/2=C$, hence the formula. Conversely, if $f$ has this constant value, (d) gives $E_f=C$, and (b) finishes.

Lean evaluates the constant on an equally spaced chain, `hx`, and calls its value `q`. For $N=2$ there is one pair, and the potential shifts by $C$ itself.

```lean
/-- For `N ≥ 2` distinct points in `d ≥ 1` dimensions, two pair potentials give energies that
differ by a constant `C` exactly when the potentials differ, at all positive distances, by `C`
divided by the number of pairs. -/
theorem energies_differ_by_constant_iff {N d : ℕ} (hN : 2 ≤ N) (hd : 1 ≤ d)
    (φ ψ : ℝ → ℝ) (C : ℝ) :
    (∀ x : Fin N → EuclideanSpace ℝ (Fin d), Injective x →
      pairEnergy φ x = pairEnergy ψ x + C) ↔
    ∀ r, 0 < r → φ r = ψ r + 2 * C / ((N : ℝ) * ((N : ℝ) - 1)) := by
  have h2 : (2 : ℝ) ≤ (N : ℝ) := by exact_mod_cast hN
  have hne : (N : ℝ) * ((N : ℝ) - 1) ≠ 0 :=
    (mul_pos (by linarith) (by linarith)).ne'
  obtain ⟨q, hq⟩ : ∃ q, 2 * C / ((N : ℝ) * ((N : ℝ) - 1)) = q := ⟨_, rfl⟩
  rw [hq]
  rw [div_eq_iff hne] at hq
  constructor
  · intro h r hr
    obtain ⟨u, hu⟩ : ∃ u : EuclideanSpace ℝ (Fin d), ‖u‖ = 1 :=
      ⟨EuclideanSpace.single ⟨0, hd⟩ 1, by simp⟩
    have hf : ∀ x : Fin N → EuclideanSpace ℝ (Fin d), Injective x →
        pairEnergy (fun r => φ r - ψ r) x = C := fun x hx => by
      rw [pairEnergy_sub, h x hx]; ring
    have hconst : ∀ s, 0 < s → (fun r => φ r - ψ r) s = φ r - ψ r := by
      obtain ⟨n, rfl⟩ : ∃ n, N = n + 2 := ⟨N - 2, by omega⟩
      exact fun s hs => constant_of_energy_constant hu hf hs hr
    -- an equally spaced chain fixes the value of the constant
    have hx : Injective (fun k : Fin N => ((k : ℕ) : ℝ) • u) := fun i j hij => by
      have h0 := line_dist hu ((i : ℕ) : ℝ) ((j : ℕ) : ℝ)
      rw [show ((i : ℕ) : ℝ) • u = ((j : ℕ) : ℝ) • u from hij, dist_self] at h0
      exact Fin.ext (Nat.cast_injective (R := ℝ) (sub_eq_zero.1 (abs_eq_zero.1 h0.symm)))
    have hE := hf _ hx
    rw [pairEnergy_of_constant hconst hx] at hE
    have hδ : φ r - ψ r = q := mul_right_cancel₀ hne (by linear_combination 2 * hE + hq)
    linarith
  · intro h x hx
    have hE := pairEnergy_of_constant (f := fun r => φ r - ψ r) (c := q)
      (fun s hs => by linarith [h s hs]) hx
    rw [pairEnergy_sub] at hE
    linear_combination hE - hq / 2
```

## (h) Equal energies

Let the two energies agree for all configurations of $N$ distinct points. Show that

$$\varphi(r)=\psi(r)\qquad\text{for every } r>0.$$

Put $C=0$ in (g). A mistake to avoid in the Lean statement is the conclusion `φ = ψ`. That is false, because the functions may differ at $r\le 0$, and no distance between distinct points reaches those values.

```lean
/-- Two arbitrary pair potentials that give the same energy for every configuration of `N ≥ 2`
distinct points in `d ≥ 1` dimensions agree at all positive distances. -/
theorem pair_potential_identifiable {N d : ℕ} (hN : 2 ≤ N) (hd : 1 ≤ d) (φ ψ : ℝ → ℝ)
    (h : ∀ x : Fin N → EuclideanSpace ℝ (Fin d), Injective x →
      pairEnergy φ x = pairEnergy ψ x) :
    ∀ r, 0 < r → φ r = ψ r := by
  intro r hr
  have e := (energies_differ_by_constant_iff hN hd φ ψ 0).1
    (fun x hx => by rw [h x hx, add_zero]) r hr
  simpa using e
```

## (i) Fitting an energy per atom as well

Now each model also has an energy per atom, $a$ or $b$, for instance that of an isolated atom. The totals $Na+E_\varphi$ and $Nb+E_\psi$ agree for all configurations of $N$ distinct points, and likewise at a second size $M\ne N$, with $N,M\ge2$. Show that

$$a=b\quad\text{and}\quad \varphi(r)=\psi(r)\ \text{ for every } r>0.$$

At size $N$ the pair energies differ by $C=N(b-a)$, so (g) gives

$$(\varphi(r)-\psi(r))(N-1)=2(b-a).$$

The same holds with $M$ in place of $N$. Subtracting gives $(\varphi(r)-\psi(r))(N-M)=0$, so the potentials agree, and then $a=b$. In Lean, `size` is the relation at a single size; setting $r=1$ in it yields $a=b$.

One size would leave a freedom: raising $a$ by $\varepsilon$ and lowering $\varphi$ by $2\varepsilon/(N-1)$ changes no total energy at that size. If both potentials are required to tend to zero at large distance, as is usual, this freedom is absent and one size is enough.

```lean
/-- Let each model have an energy per atom (`a` or `b`) besides its pair potential. If the total
energies agree for all configurations of distinct points at two different sizes `N, M ≥ 2` in
`d ≥ 1` dimensions, the energies per atom agree, and so do the potentials at positive distances. -/
theorem identifiable_from_two_sizes {N M d : ℕ} (hN : 2 ≤ N) (hM : 2 ≤ M) (hNM : N ≠ M)
    (hd : 1 ≤ d) (φ ψ : ℝ → ℝ) (a b : ℝ)
    (h₁ : ∀ x : Fin N → EuclideanSpace ℝ (Fin d), Injective x →
      N * a + pairEnergy φ x = N * b + pairEnergy ψ x)
    (h₂ : ∀ x : Fin M → EuclideanSpace ℝ (Fin d), Injective x →
      M * a + pairEnergy φ x = M * b + pairEnergy ψ x) :
    a = b ∧ ∀ r, 0 < r → φ r = ψ r := by
  -- each size K alone ties the offset of the potentials to the offset per atom
  have size : ∀ K : ℕ, 2 ≤ K → (∀ x : Fin K → EuclideanSpace ℝ (Fin d), Injective x →
      K * a + pairEnergy φ x = K * b + pairEnergy ψ x) →
      ∀ r, 0 < r → (φ r - ψ r) * ((K : ℝ) - 1) = 2 * (b - a) := by
    intro K hK h r hr
    have h2 : (2 : ℝ) ≤ (K : ℝ) := by exact_mod_cast hK
    have hK0 : (K : ℝ) ≠ 0 := fun e => by linarith
    have hK1 : (K : ℝ) - 1 ≠ 0 := fun e => by linarith
    have e := (energies_differ_by_constant_iff hK hd φ ψ (K * (b - a))).1
      (fun x hx => by linarith [h x hx]) r hr
    have e' : φ r - ψ r = 2 * (K * (b - a)) / ((K : ℝ) * ((K : ℝ) - 1)) := by linarith
    rw [eq_div_iff (mul_ne_zero hK0 hK1)] at e'
    exact mul_left_cancel₀ hK0 (by linear_combination e')
  have hdiff : (N : ℝ) - M ≠ 0 := sub_ne_zero.2 (by exact_mod_cast hNM)
  have hφ : ∀ r, 0 < r → φ r - ψ r = 0 := fun r hr => by
    have e : (φ r - ψ r) * ((N : ℝ) - M) = 0 := by
      linear_combination size N hN h₁ r hr - size M hM h₂ r hr
    exact (mul_eq_zero.1 e).resolve_right hdiff
  refine ⟨?_, fun r hr => sub_eq_zero.1 (hφ r hr)⟩
  have e := size N hN h₁ 1 one_pos
  rw [hφ 1 one_pos, zero_mul] at e
  linarith

end PairPotentialIdentifiability
```

```lean
#print axioms PairPotentialIdentifiability.pair_potential_identifiable
#print axioms PairPotentialIdentifiability.identifiable_from_two_sizes
```

```
'PairPotentialIdentifiability.pair_potential_identifiable' depends on axioms: [propext, Classical.choice, Quot.sound]
'PairPotentialIdentifiability.identifiable_from_two_sizes' depends on axioms: [propext, Classical.choice, Quot.sound]
```
